# Kronecker Products Preserve the Order of Positive Semidefinite Matrices

If one positive observable lies below another on each of two subsystems, the product of the two lower observables lies below the product of the two upper ones. The same holds for any finite number of sites with equal, finite local dimension.

Observables are represented by Hermitian complex matrices of finite size. "Positive" means positive semidefinite: Hermitian, with no negative eigenvalue, as for a projector, an occupation number or a detector effect. The order X ≤ Y means that Y - X is positive, which Lean writes as `(Y - X).PosSemidef`. A and B act on a subsystem with basis labels in `m`, C and D on one with labels in `n`. The joint observable is the Kronecker product, `A ⊗ₖ C` in Lean, with matrix elements

(A ⊗ C)₍ᵢ,ₖ₎,₍ⱼ,ₗ₎ = Aᵢⱼ Cₖₗ.

One application is to coincidence measurements. If each of two independent detectors with finite-dimensional effects is replaced by one whose effect is larger in this order, the coincidence probability does not fall in any pure joint state.

## (a) Splitting the change of a product

Write the difference of two product observables as a sum of two products, each containing the change of only one factor:

B ⊗ D - A ⊗ C = (B - A) ⊗ D + A ⊗ (D - C).

**Solution.** Compare the elements in row (i,k) and column (j,l). On the right they are

(Bᵢⱼ - Aᵢⱼ) Dₖₗ + Aᵢⱼ (Dₖₗ - Cₖₗ) = Bᵢⱼ Dₖₗ - Aᵢⱼ Dₖₗ + Aᵢⱼ Dₖₗ - Aᵢⱼ Cₖₗ.

The two middle terms cancel, which leaves the element of the left side.

```lean
import Mathlib

open Matrix
open scoped Kronecker ComplexOrder

namespace KroneckerMonotonicity

variable {m n : Type*} [Fintype m] [Fintype n]

omit [Fintype m] [Fintype n] in
/-- The difference of two product observables splits into a change of the first factor
plus a change of the second factor. -/
theorem kronecker_sub_split (A B : Matrix m m ℂ) (C D : Matrix n n ℂ) :
    B ⊗ₖ D - A ⊗ₖ C = (B - A) ⊗ₖ D + A ⊗ₖ (D - C) := by
  ext ⟨i, k⟩ ⟨j, l⟩
  simp only [Matrix.sub_apply, Matrix.add_apply, Matrix.kroneckerMap_apply]
  ring
```

The proof takes the same route: `ext` picks the matrix element, `simp only` writes out its products, and `ring` does the cancellation. No positivity is involved.

## (b) Order with two positive factors

Suppose that A ≤ B and C ≤ D, and that A and D are positive. Nothing is assumed about the sign of C. Show that

A ⊗ C ≤ B ⊗ D.

**Solution.** First, a product of positive matrices P and Q is positive. Write P = X†X and Q = Y†Y. Then

P ⊗ Q = (X†X) ⊗ (Y†Y) = (X ⊗ Y)†(X ⊗ Y),

and a matrix of the form Z†Z is positive, because ψ†Z†Zψ is the squared length of Zψ.

Now use (a). In the term (B - A) ⊗ D both factors are positive by hypothesis, and so are both factors in A ⊗ (D - C). Each term is therefore positive, and so is their sum, which equals B ⊗ D - A ⊗ C.

```lean
/-- If A lies below B and C lies below D, and if A and D are positive semidefinite, then
A ⊗ C lies below B ⊗ D; the observable C may have negative eigenvalues. -/
theorem kronecker_mono_of_left_of_upper {A B : Matrix m m ℂ} {C D : Matrix n n ℂ}
    (hA : A.PosSemidef) (hD : D.PosSemidef)
    (hAB : (B - A).PosSemidef) (hCD : (D - C).PosSemidef) :
    (B ⊗ₖ D - A ⊗ₖ C).PosSemidef := by
  rw [kronecker_sub_split]
  exact (hAB.kronecker hD).add (hA.kronecker hCD)
```

The hypotheses `hA` and `hD` state that A and D are positive, while `hAB` and `hCD` state the two orderings. After the rewrite with (a), `kronecker` supplies the positivity of each product and `add` that of the sum. C is automatically Hermitian, being the difference of D and D - C, but it may have negative eigenvalues.

## (c) Order for positive lower observables

Now assume positivity of the two lower observables instead. Show that

0 ≤ A ≤ B and 0 ≤ C ≤ D imply A ⊗ C ≤ B ⊗ D.

**Solution.** The only hypothesis of (b) that is not given directly is the positivity of D. It follows from

D = C + (D - C),

since both terms on the right are positive. Part (b) then applies.

```lean
/-- Products of ordered positive observables stay ordered: if 0 ≤ A ≤ B and 0 ≤ C ≤ D,
then A ⊗ C ≤ B ⊗ D. -/
theorem kronecker_mono {A B : Matrix m m ℂ} {C D : Matrix n n ℂ}
    (hA : A.PosSemidef) (hC : C.PosSemidef)
    (hAB : (B - A).PosSemidef) (hCD : (D - C).PosSemidef) :
    (B ⊗ₖ D - A ⊗ₖ C).PosSemidef := by
  -- the larger observable D = C + (D - C) is positive as well
  have hD : D.PosSemidef := by
    have h := hC.add hCD
    rwa [add_sub_cancel] at h
  exact kronecker_mono_of_left_of_upper hA hD hAB hCD
```

The inner statement `hD` is this sum of two positive matrices, and the last line invokes (b).

## (d) Expectation values in entangled states

Under the hypotheses of (c), let ψ be any vector of the joint system. Show that

ψ†(A ⊗ C)ψ ≤ ψ†(B ⊗ D)ψ.

**Solution.** By (c) the matrix B ⊗ D - A ⊗ C is positive, so

0 ≤ ψ†(B ⊗ D - A ⊗ C)ψ = ψ†(B ⊗ D)ψ - ψ†(A ⊗ C)ψ.

Moving the last term to the other side gives the claim. It was never used that ψ is a product of one-subsystem vectors.

```lean
/-- For 0 ≤ A ≤ B and 0 ≤ C ≤ D, the expectation value of A ⊗ C does not exceed that of
B ⊗ D in any joint vector ψ, entangled or not. -/
theorem expectation_mono {A B : Matrix m m ℂ} {C D : Matrix n n ℂ}
    (hA : A.PosSemidef) (hC : C.PosSemidef)
    (hAB : (B - A).PosSemidef) (hCD : (D - C).PosSemidef) (ψ : m × n → ℂ) :
    star ψ ⬝ᵥ (A ⊗ₖ C) *ᵥ ψ ≤ star ψ ⬝ᵥ (B ⊗ₖ D) *ᵥ ψ := by
  have h := (kronecker_mono hA hC hAB hCD).dotProduct_mulVec_nonneg ψ
  rw [Matrix.sub_mulVec, dotProduct_sub] at h
  exact sub_nonneg.mp h
```

In Lean ψ is a function on pairs of basis labels, `m × n → ℂ`, so entangled vectors are included. It need not be normalised; for ψ ≠ 0, dividing both sides by ψ†ψ > 0 gives the usual expectation values. The sign `≤` here compares complex numbers, and it means equal imaginary parts and ordered real parts. Both sides are in fact real, because the two product observables are Hermitian.

## (e) Entrywise products

Let A, B, C and D all have the same size, and let (A ∘ C)ᵢⱼ = Aᵢⱼ Cᵢⱼ be the entrywise, or Hadamard, product. Under the hypotheses of (c), show that

A ∘ C ≤ B ∘ D.

**Solution.** The entrywise product sits inside the Kronecker product, on the basis states whose two labels agree:

(A ∘ C)ᵢⱼ = (A ⊗ C)₍ᵢ,ᵢ₎,₍ⱼ,ⱼ₎.

Given a vector x, define a joint vector by ψ₍ᵢ,ₖ₎ = xᵢ for k = i and zero otherwise. Then

x†(B ∘ D - A ∘ C)x = ψ†(B ⊗ D - A ⊗ C)ψ ≥ 0.

The difference is also Hermitian, as a block of a Hermitian matrix taken on equal row and column labels.

```lean
/-- Entrywise products of ordered positive matrices of one size are ordered too. -/
theorem hadamard_mono {A B C D : Matrix n n ℂ}
    (hA : A.PosSemidef) (hC : C.PosSemidef)
    (hAB : (B - A).PosSemidef) (hCD : (D - C).PosSemidef) :
    (Matrix.hadamard B D - Matrix.hadamard A C).PosSemidef :=
  -- the entrywise product is the block of the Kronecker product on the pairs (i, i)
  (kronecker_mono hA hC hAB hCD).submatrix (fun i => (i, i))
```

The function `fun i => (i, i)` selects the doubled labels, and `submatrix` carries positivity over to the selected block.

## (f) Separating the first site

For N sites with the same set of basis labels, a configuration s assigns a label sₖ to each site k = 0, …, N-1. Each site k carries a matrix Aₖ, and Π(A) denotes the product observable built from this list of matrices. Its element between configurations s and t is the product over k of the one-site elements Aₖ(sₖ, tₖ).

```lean
/-- The product observable of N sites: its matrix element between configurations s and t
is the product of the one-site matrix elements. -/
def siteProduct {N : ℕ} (A : Fin N → Matrix n n ℂ) :
    Matrix (Fin N → n) (Fin N → n) ℂ :=
  Matrix.of fun s t => ∏ k, A k (s k) (t k)
```

The one-site matrices may differ from site to site, but their size may not. The local label set could also have been allowed to depend on the site, which would admit chains mixing spin 1/2 and spin 1. The induction below would then have to shift the family of label sets along with the matrices.

For N + 1 sites, let s′ be the configuration s with its first entry removed, and let A′ be the list of one-site matrices with A₀ removed. Show that

Π(A)(s, t) = A₀(s₀, t₀) · Π(A′)(s′, t′).

**Solution.** Take the factor k = 0 out of the product over all sites. The remaining factors have k = 1, …, N; renumbered from zero, they form the matrix element of Π(A′) between s′ and t′. The right side is therefore the element of A₀ ⊗ Π(A′) between the pairs (s₀, s′) and (t₀, t′).

```lean
omit [Fintype n] in
/-- The product observable of N + 1 sites is the Kronecker product of the first site with
the remaining N sites, with configurations split accordingly. -/
theorem siteProduct_succ {N : ℕ} (A : Fin (N + 1) → Matrix n n ℂ) :
    siteProduct A = (A 0 ⊗ₖ siteProduct (fun k : Fin N => A k.succ)).submatrix
      (fun s => (s 0, fun k => s k.succ)) (fun s => (s 0, fun k => s k.succ)) := by
  ext s t
  simp [siteProduct, Fin.prod_univ_succ, Matrix.kroneckerMap_apply]
```

The `submatrix` in the statement relabels each configuration s as the pair (s₀, s′), and `k.succ` is site k + 1 of the original chain. `Fin.prod_univ_succ` takes the first factor out of the product.

## (g) Positivity for any number of sites

Let every one-site observable be positive. Show that

Π(A) ≥ 0.

**Solution.** Use induction on N. With no sites there is exactly one configuration, and the empty product is 1, so Π(A) is the 1 × 1 identity, which is positive.

For N + 1 sites, (f) gives Π(A) as A₀ ⊗ Π(A′) with relabelled basis states. The first factor is positive by hypothesis and the second by induction. Their Kronecker product is positive, as shown in (b), and relabelling does not change that.

```lean
/-- A product of positive semidefinite one-site observables is positive semidefinite. -/
theorem siteProduct_posSemidef {N : ℕ} (A : Fin N → Matrix n n ℂ)
    (hA : ∀ k, (A k).PosSemidef) : (siteProduct A).PosSemidef := by
  induction N with
  | zero =>
    classical
    -- without sites there is one configuration, and the empty product is 1
    have h : siteProduct A = 1 := by
      ext s t
      obtain rfl := Subsingleton.elim s t
      simp [siteProduct]
    rw [h]
    exact Matrix.PosSemidef.one
  | succ N ih =>
    rw [siteProduct_succ]
    exact ((hA 0).kronecker (ih _ (fun k => hA k.succ))).submatrix _
```

The branches `zero` and `succ` are these two steps, with `ih` as the induction hypothesis.

## (h) Order for any number of sites

Suppose that 0 ≤ Aₖ ≤ Bₖ at every site k. Show that

Π(A) ≤ Π(B).

**Solution.** Again use induction on N. Without sites both products are the 1 × 1 identity, and their difference is zero.

For N + 1 sites, separate the first site in both products. The hypothesis gives 0 ≤ A₀ ≤ B₀. Part (g) gives Π(A′) ≥ 0, and the induction hypothesis gives Π(A′) ≤ Π(B′). These are the hypotheses of (c) for the first site against all the others, so

A₀ ⊗ Π(A′) ≤ B₀ ⊗ Π(B′).

Relabelling the pairs as configurations completes the step.

```lean
/-- If 0 ≤ A k ≤ B k at each of N sites, then the N-site product of the A k lies below
the N-site product of the B k. -/
theorem siteProduct_mono {N : ℕ} (A B : Fin N → Matrix n n ℂ)
    (hA : ∀ k, (A k).PosSemidef) (hAB : ∀ k, (B k - A k).PosSemidef) :
    (siteProduct B - siteProduct A).PosSemidef := by
  induction N with
  | zero =>
    have h : siteProduct B - siteProduct A = 0 := by
      ext s t
      simp [siteProduct]
    rw [h]
    exact Matrix.PosSemidef.zero
  | succ N ih =>
    rw [siteProduct_succ A, siteProduct_succ B]
    -- two-factor monotonicity for the first site against all the others
    have h := kronecker_mono (hA 0)
      (siteProduct_posSemidef (fun k : Fin N => A k.succ) (fun k => hA k.succ))
      (hAB 0) (ih _ _ (fun k => hA k.succ) (fun k => hAB k.succ))
    exact h.submatrix _
```

In a program, the two-factor case could be tested by forming `numpy.kron(B, D) - numpy.kron(A, C)` and computing its smallest eigenvalue. For N sites with d states each, the corresponding matrix has dᴺ rows. The result replaces that computation by tests on the d × d matrices Aₖ and Bₖ - Aₖ, two per site. Passing these tests is sufficient for the order of the products, up to the rounding error of the computed eigenvalues.

## (i) Removing a spectator

Let D be positive and nonzero, and let it appear unchanged in both products. Show that

A ⊗ D ≤ B ⊗ D if and only if A ≤ B.

**Solution.** Suppose first that A ⊗ D ≤ B ⊗ D. The diagonal elements of D are real and nonnegative. If they all vanished, the trace of D would be zero. The trace is the sum of the nonnegative eigenvalues, so every eigenvalue would be zero and D would vanish, contrary to hypothesis. Hence there is a spectator basis state j with r = Dⱼⱼ > 0.

Restrict the positive matrix B ⊗ D - A ⊗ D to the joint basis states (i,j) with this fixed j. The elements of the block are

Bᵢₖ Dⱼⱼ - Aᵢₖ Dⱼⱼ = r (B - A)ᵢₖ.

The block is positive, and dividing by r > 0 shows that B - A is positive.

Conversely, suppose that A ≤ B. Part (a) with C = D gives

B ⊗ D - A ⊗ D = (B - A) ⊗ D,

which is a product of positive matrices.

```lean
/-- A nonzero positive semidefinite spectator factor D can be cancelled: A ⊗ D lies below
B ⊗ D exactly when A lies below B. -/
theorem spectator_cancel {A B : Matrix m m ℂ} {D : Matrix n n ℂ}
    (hD : D.PosSemidef) (hne : D ≠ 0) :
    (B ⊗ₖ D - A ⊗ₖ D).PosSemidef ↔ (B - A).PosSemidef := by
  constructor
  · intro h
    -- some spectator basis state j has a nonzero, hence positive, diagonal element
    have hex : ∃ j, D j j ≠ 0 := by
      by_contra! h0
      exact hne (hD.trace_eq_zero_iff.mp (by simp [Matrix.trace, h0]))
    obtain ⟨j, hj⟩ := hex
    have h0 := Complex.nonneg_iff.mp (hD.diag_nonneg (i := j))
    obtain ⟨r, hr, hDr⟩ : ∃ r : ℝ, 0 < r ∧ D j j = (r : ℂ) :=
      ⟨(D j j).re, lt_of_le_of_ne h0.1 (fun e => hj (Complex.ext e.symm h0.2.symm)),
        Complex.ext (Complex.ofReal_re _).symm
          (by rw [Complex.ofReal_im]; exact h0.2.symm)⟩
    have hrc : (r : ℂ) ≠ 0 := Complex.ofReal_ne_zero.mpr hr.ne'
    have hinv : (0 : ℂ) ≤ ((r⁻¹ : ℝ) : ℂ) :=
      Complex.zero_le_real.mpr (inv_nonneg.mpr hr.le)
    -- restrict to that basis state and divide by its diagonal element
    have h2 := (h.submatrix (fun i : m => (i, j))).smul hinv
    convert h2 using 1
    ext i k
    simp only [Matrix.smul_apply, Matrix.submatrix_apply, Matrix.sub_apply,
      Matrix.kroneckerMap_apply, smul_eq_mul, hDr, Complex.ofReal_inv]
    field_simp
  · intro h
    have h1 := kronecker_sub_split A B D D
    rw [sub_self, Matrix.kronecker_zero, add_zero] at h1
    rw [h1]
    exact h.kronecker hD
```

Here A and B need not be positive, or even Hermitian; only their difference matters. In the first direction, `hex` finds the state j, `submatrix` restricts to it, and `smul hinv` multiplies by 1/r. For D = 1 on a nonempty spectator space, the theorem says that two local observables are ordered on their own subsystem exactly when they are ordered on the joint system.

## (j) A failure for negative observables

On two qubits, let 1 be the 2 × 2 identity. Show that the order can fail without positive lower observables:

-1 ≤ 0, but not (-1) ⊗ (-1) ≤ 0 ⊗ 0.

**Solution.** The first relation holds because 0 - (-1) = 1 is positive. For the second, the two minus signs cancel in the product, so

0 ⊗ 0 - (-1) ⊗ (-1) = -(1 ⊗ 1).

This is minus the 4 × 4 identity. All its diagonal elements are -1, whereas a positive matrix has nonnegative diagonal elements.

```lean
/-- Positivity of the lower observables cannot be dropped: on two qubits, -1 lies below 0
in each factor, yet (-1) ⊗ (-1) does not lie below 0 ⊗ 0. -/
theorem kronecker_mono_fails_without_positivity :
    ((0 : Matrix (Fin 2) (Fin 2) ℂ) - (-1)).PosSemidef ∧
    ¬ ((0 : Matrix (Fin 2) (Fin 2) ℂ) ⊗ₖ (0 : Matrix (Fin 2) (Fin 2) ℂ)
      - (-1 : Matrix (Fin 2) (Fin 2) ℂ) ⊗ₖ (-1 : Matrix (Fin 2) (Fin 2) ℂ)).PosSemidef := by
  constructor
  · rw [sub_neg_eq_add, zero_add]
    exact Matrix.PosSemidef.one
  · intro h
    -- the first diagonal element of the difference is -1
    have h1 := (Complex.nonneg_iff.mp (h.diag_nonneg (i := ((0 : Fin 2), (0 : Fin 2))))).1
    norm_num [Matrix.sub_apply, Matrix.kroneckerMap_apply] at h1

end KroneckerMonotonicity
```

The proof reads off the diagonal element at the joint label (0,0), and `norm_num` finds the contradiction. The upper factor 0 is itself positive, so of the hypotheses in (b) only the positivity of A is violated. Physically, the sign condition depends on the zero of the scale: an energy measured from a reference above the ground state has negative eigenvalues, and (c) does not apply to it until the reference is lowered to the ground-state energy or below. That shift adds a multiple of the identity to the factor, so (c) then orders the products of the shifted observables, which in general differ from the original products.

```lean
#print axioms KroneckerMonotonicity.siteProduct_posSemidef
#print axioms KroneckerMonotonicity.siteProduct_mono
#print axioms KroneckerMonotonicity.spectator_cancel
#print axioms KroneckerMonotonicity.kronecker_mono_fails_without_positivity
```

```
'KroneckerMonotonicity.siteProduct_posSemidef' depends on axioms: [propext, Classical.choice, Quot.sound]
'KroneckerMonotonicity.siteProduct_mono' depends on axioms: [propext, Classical.choice, Quot.sound]
'KroneckerMonotonicity.spectator_cancel' depends on axioms: [propext, Classical.choice, Quot.sound]
'KroneckerMonotonicity.kronecker_mono_fails_without_positivity' depends on axioms: [propext, Classical.choice, Quot.sound]
```
